# The energy-weighted trace of a two-band Hamiltonian is \(e-h\) times its Berry-curvature trace

For real vectors \(n,a,b\) and real energies \(e,h\), set \(H=e+h\,n\cdot\sigma\), \(P=(1+n\cdot\sigma)/2\), \(A=a\cdot\sigma/2\) and \(B=b\cdot\sigma/2\), where \(\sigma\) is the vector of Pauli matrices. Then

\[
\operatorname{tr}\bigl(P(AHB-BHA)\bigr)=(e-h)\tfrac{i}{2}\,n\cdot(a\times b)=(e-h)\operatorname{tr}(P[A,B]).
\]

For unit \(n\), \(P\) projects onto the band of energy \(e+h\), and \(e-h\) is the energy of the other band. In a non-interacting two-band crystal, when \(A\) and \(B\) are the derivatives of \(P\) along two crystal-momentum directions, the first trace is, up to a constant prefactor, the part of the orbital-magnetization integrand that contains the other band's energy.

```lean
import Mathlib

open Matrix

namespace TwoBandOrbitalMagnetization

noncomputable section
```

Mathlib supplies the matrices, derivatives and cross product.

```lean
/-- The spin matrix `v·σ` of a real three-vector `v`. -/
def spinDot (v : Fin 3 → ℝ) : Matrix (Fin 2) (Fin 2) ℂ :=
  !![(v 2 : ℂ), (v 0 : ℂ) - (v 1 : ℂ) * Complex.I;
     (v 0 : ℂ) + (v 1 : ℂ) * Complex.I, -(v 2 : ℂ)]
```

A vector is a function `Fin 3 → ℝ`, with components \(v_0,v_1,v_2\) along \(x,y,z\). `spinDot v` is \(v\cdot\sigma\).

```lean
/-- The matrix `P = (1 + n·σ)/2`, the band projector when `n` is a unit vector. -/
def bandProjector (n : Fin 3 → ℝ) : Matrix (Fin 2) (Fin 2) ℂ :=
  (1 / 2 : ℂ) • (1 + spinDot n)
```

This is \(P\). The definition accepts any \(n\), but \(P\) is a projector only for unit \(n\).

```lean
/-- The first-order change `a·σ/2` of the band projector when `n` changes by `a`. -/
def projectorVariation (a : Fin 3 → ℝ) : Matrix (Fin 2) (Fin 2) ℂ :=
  (1 / 2 : ℂ) • spinDot a
```

This is \(A\), or \(B\) when applied to \(b\). The symbol `•` multiplies a matrix by a scalar.

```lean
/-- The two-band Hamiltonian `H = e + h n·σ`. -/
def hamiltonian (e h : ℝ) (n : Fin 3 → ℝ) : Matrix (Fin 2) (Fin 2) ℂ :=
  (e : ℂ) • 1 + (h : ℂ) • spinDot n
```

The band energies are \(e\pm h\) for unit \(n\).

```lean
/-- The energy-weighted trace `tr(P(AHB - BHA))`. -/
def energyWeightedTrace (P H A B : Matrix (Fin 2) (Fin 2) ℂ) : ℂ :=
  trace (P * (A * H * B - B * H * A))
```

The trace takes four arbitrary matrices; the model enters only in the theorems.

```lean
/-- The zero-temperature orbital-magnetization integrand of one band at chemical potential `μ`,
without its constant prefactor: `tr(P(AHB - BHA)) + tr(HP[A,B]) - 2μ tr(P[A,B])`. -/
def orbitalIntegrand (μ : ℝ) (P H A B : Matrix (Fin 2) (Fin 2) ℂ) : ℂ :=
  energyWeightedTrace P H A B + trace (H * P * (A * B - B * A))
    - 2 * (μ : ℂ) * trace (P * (A * B - B * A))
```

Here \(\mu\) is the chemical potential, and the expression is the zero-temperature one for a single band. The constant prefactor, the band occupation and the integral over crystal momentum are left out.

```lean
/-- The entrywise derivative of a matrix that depends on one real parameter. -/
def entryDeriv (M : ℝ → Matrix (Fin 2) (Fin 2) ℂ) (t : ℝ) : Matrix (Fin 2) (Fin 2) ℂ :=
  Matrix.of fun i j => deriv (fun s => M s i j) t
```

A matrix is differentiated entry by entry.

```lean
/-- The anticommutator of two spin matrices is twice the scalar product of their vectors. -/
theorem spinDot_anticommutator (a b : Fin 3 → ℝ) :
    spinDot a * spinDot b + spinDot b * spinDot a = (2 * ((a ⬝ᵥ b : ℝ) : ℂ)) • 1 := by
  ext i j
  fin_cases i <;> fin_cases j <;>
    simp [spinDot, dotProduct, Fin.sum_univ_three] <;>
    (try ring_nf) <;> (try simp only [Complex.I_sq]) <;> (try ring)
```

In \((a\cdot\sigma)(b\cdot\sigma)=a\cdot b+i(a\times b)\cdot\sigma\), exchanging \(a\) and \(b\) reverses the cross product, so the sum of the two orders is \(2\,a\cdot b\). Lean writes the dot product as `⬝ᵥ` and checks the four matrix entries separately.

```lean
/-- The spin matrix of a unit vector squares to the identity. -/
theorem spinDot_sq (n : Fin 3 → ℝ) (hn : n ⬝ᵥ n = 1) : spinDot n * spinDot n = 1 := by
  calc spinDot n * spinDot n
      = (1 / 2 : ℂ) • (spinDot n * spinDot n + spinDot n * spinDot n) := by module
    _ = 1 := by
      rw [spinDot_anticommutator, hn]
      simp [smul_smul]
```

The hypothesis `hn` says \(n\cdot n=1\). Setting \(a=b=n\) above and halving gives \((n\cdot\sigma)^2=1\), as the `calc` chain does.

```lean
/-- For a unit vector `n`, the states selected by `P` have energy `e + h`. -/
theorem hamiltonian_mul_projector (e h : ℝ) (n : Fin 3 → ℝ) (hn : n ⬝ᵥ n = 1) :
    hamiltonian e h n * bandProjector n = ((e : ℂ) + h) • bandProjector n := by
  have h1 := spinDot_sq n hn
  unfold hamiltonian bandProjector
  simp only [smul_mul_assoc, mul_smul_comm, add_mul, mul_add, one_mul, mul_one, h1]
  module
```

Write \(N=n\cdot\sigma\). Since \(N^2=1\), \(NP=(N+1)/2=P\), hence \(HP=(e+h)P\). Lean expands the products, inserts \(N^2=1\), and lets `module` compare coefficients.

```lean
/-- For a unit vector `n` and a variation `a` orthogonal to it, `P A H = (e - h) P A`. -/
theorem projector_variation_hamiltonian (e h : ℝ) (n a : Fin 3 → ℝ)
    (hn : n ⬝ᵥ n = 1) (ha : n ⬝ᵥ a = 0) :
    bandProjector n * projectorVariation a * hamiltonian e h n
      = ((e : ℂ) - h) • (bandProjector n * projectorVariation a) := by
  -- orthogonal spin components anticommute
  have h0 : spinDot n * spinDot a + spinDot a * spinDot n = 0 := by
    rw [spinDot_anticommutator, ha]
    simp
  have h1 : spinDot a * spinDot n = -(spinDot n * spinDot a) :=
    eq_neg_of_add_eq_zero_right h0
  have h2 : spinDot n * spinDot a * spinDot n = -spinDot a := by
    rw [mul_assoc, h1, mul_neg, ← mul_assoc, spinDot_sq n hn, one_mul]
  unfold bandProjector projectorVariation hamiltonian
  simp only [smul_mul_assoc, mul_smul_comm, add_mul, mul_add, one_mul, mul_one, h1, h2]
  module
```

Orthogonality, `ha`, makes \(N\) and \(A\) anticommute, so \(AH=(e-hN)A\). With \(PN=P\) this gives

\[
PAH=P(e-hN)A=(e-h)PA.
\]

The variation leads into the other band. Lean records the anticommutation as `h1` and its consequence \(N(a\cdot\sigma)N=-a\cdot\sigma\) as `h2`, then expands.

```lean
/-- The energy-weighted trace of the two-band model is `(e - h)(i/2) n·(a × b)`,
for all real vectors `n`, `a`, `b`. -/
theorem energyWeightedTrace_eq (e h : ℝ) (n a b : Fin 3 → ℝ) :
    energyWeightedTrace (bandProjector n) (hamiltonian e h n)
        (projectorVariation a) (projectorVariation b)
      = ((e : ℂ) - h) * (Complex.I / 2) * ((n ⬝ᵥ crossProduct a b : ℝ) : ℂ) := by
  -- write the trace as a sum over scalar matrix entries
  simp only [energyWeightedTrace, bandProjector, hamiltonian, projectorVariation,
    Matrix.trace_fin_two, Matrix.mul_apply, Matrix.sub_apply, Matrix.add_apply,
    Matrix.smul_apply, smul_eq_mul, Fin.sum_univ_two]
  -- insert the entries of the spin matrices and compare polynomials
  simp [spinDot, cross_apply, dotProduct, Fin.sum_univ_three]
  ring
```

By hand, split the trace by energy. The \(e\) part uses \([A,B]=\tfrac{i}{2}(a\times b)\cdot\sigma\), so

\[
e\operatorname{tr}(P[A,B])=e\,\tfrac{i}{2}\,n\cdot(a\times b).
\]

For the \(h\) part, the triple product is

\[
(a\cdot\sigma)N(b\cdot\sigma)=i\,a\cdot(n\times b)+\bigl[(a\cdot n)b+(n\cdot b)a-(a\cdot b)n\bigr]\cdot\sigma .
\]

The bracket is symmetric in \(a\) and \(b\) and cancels in the difference. Since \(a\cdot(n\times b)=-n\cdot(a\times b)\), what remains is \(ANB-BNA=-\tfrac{i}{2}\,n\cdot(a\times b)\), a multiple of the identity. As \(\operatorname{tr}P=1\), the \(h\) part is \(-h\tfrac{i}{2}\,n\cdot(a\times b)\), and the sum is the claim.

Neither unit length nor orthogonality was used, and the theorem assumes neither. Lean writes out all matrix entries and `ring` compares the resulting polynomials.

```lean
/-- The energy-weighted trace is the Berry-curvature trace `tr(P[A,B])` multiplied
by the energy `e - h`. -/
theorem energyWeightedTrace_eq_berry (e h : ℝ) (n a b : Fin 3 → ℝ) :
    energyWeightedTrace (bandProjector n) (hamiltonian e h n)
        (projectorVariation a) (projectorVariation b)
      = ((e : ℂ) - h) * trace (bandProjector n *
          (projectorVariation a * projectorVariation b
            - projectorVariation b * projectorVariation a)) := by
  -- the Berry-curvature trace is the case of the constant Hamiltonian `H = 1`
  have h1 := energyWeightedTrace_eq 1 0 n a b
  have h2 : hamiltonian 1 0 n = 1 := by simp [hamiltonian]
  rw [h2] at h1
  simp only [energyWeightedTrace, mul_one] at h1
  rw [energyWeightedTrace_eq, h1]
  push_cast
  ring
```

For \(H=1\), that is \(e=1\) and \(h=0\), the previous theorem gives \(\operatorname{tr}(P[A,B])=\tfrac{i}{2}\,n\cdot(a\times b)\). Substituting this back gives the factorised form. When \(A\) and \(B\) are derivatives of a band projector, this trace is the Berry curvature up to a conventional factor \(\pm i\).

```lean
/-- For the two-band model, `orbitalIntegrand` equals `i (e - μ) n·(a × b)`, independent of `h`. -/
theorem orbitalIntegrand_eq (μ e h : ℝ) (n a b : Fin 3 → ℝ) :
    orbitalIntegrand μ (bandProjector n) (hamiltonian e h n)
        (projectorVariation a) (projectorVariation b)
      = Complex.I * ((e : ℂ) - μ) * ((n ⬝ᵥ crossProduct a b : ℝ) : ℂ) := by
  unfold orbitalIntegrand
  rw [energyWeightedTrace_eq]
  -- the two remaining traces are written out entry by entry
  simp [bandProjector, hamiltonian, projectorVariation, spinDot,
    Matrix.trace_fin_two, Matrix.mul_apply, Fin.sum_univ_two, cross_apply, dotProduct,
    Fin.sum_univ_three]
  ring
```

In \(HP=\tfrac12\bigl(e+h\,n\cdot n+(e+h)N\bigr)\), only the \(N\) term contributes against the traceless \([A,B]\), so \(\operatorname{tr}(HP[A,B])=(e+h)\tfrac{i}{2}\,n\cdot(a\times b)\). The three terms add to

\[
\tfrac{i}{2}\bigl[(e-h)+(e+h)-2\mu\bigr]\,n\cdot(a\times b)=i(e-\mu)\,n\cdot(a\times b),
\]

and \(h\) cancels. Lean reuses the first trace and expands the other two.

```lean
/-- If the vector `m(t)` has velocity `a`, the matrix `(1 + m(t)·σ)/2` has derivative `a·σ/2`. -/
theorem entryDeriv_bandProjector (m : ℝ → Fin 3 → ℝ) (a : Fin 3 → ℝ) (t : ℝ)
    (hm : HasDerivAt m a t) :
    entryDeriv (fun s => bandProjector (m s)) t = projectorVariation a := by
  have hc : ∀ k, HasDerivAt (fun s => ((m s k : ℝ) : ℂ)) ((a k : ℝ) : ℂ) t :=
    fun k => (hasDerivAt_pi.1 hm k).ofReal_comp
  -- the spin matrix is linear in the vector, entry by entry
  have key : ∀ i j, HasDerivAt (fun s => spinDot (m s) i j) (spinDot a i j) t := by
    intro i j
    fin_cases i <;> fin_cases j
    · exact hc 2
    · exact (hc 0).fun_sub ((hc 1).mul_const Complex.I)
    · exact (hc 0).fun_add ((hc 1).mul_const Complex.I)
    · exact (hc 2).fun_neg
  ext i j
  exact (((key i j).const_add ((1 : Matrix (Fin 2) (Fin 2) ℂ) i j)).const_mul
    (1 / 2 : ℂ)).deriv
```

`HasDerivAt m a t` says that \(m\) has derivative \(a\) at \(t\). Because \(P\) is affine in its vector, its derivative is \(a\cdot\sigma/2\). The proof differentiates each entry (`key`), then accounts for the added identity and the factor \(1/2\).

```lean
/-- For a direction field `n(x,y)` with partial derivatives `a` and `b`, the energy-weighted
trace built from the derivatives of `P` is `(e - h)(i/2) n·(a × b)`. -/
theorem energyWeightedTrace_texture (e h : ℝ) (n : ℝ → ℝ → Fin 3 → ℝ)
    (a b : Fin 3 → ℝ) (x y : ℝ)
    (ha : HasDerivAt (fun s => n s y) a x) (hb : HasDerivAt (fun s => n x s) b y) :
    energyWeightedTrace (bandProjector (n x y)) (hamiltonian e h (n x y))
        (entryDeriv (fun s => bandProjector (n s y)) x)
        (entryDeriv (fun s => bandProjector (n x s)) y)
      = ((e : ℂ) - h) * (Complex.I / 2) * ((n x y ⬝ᵥ crossProduct a b : ℝ) : ℂ) := by
  rw [entryDeriv_bandProjector (fun s => n s y) a x ha,
    entryDeriv_bandProjector (fun s => n x s) b y hb]
  exact energyWeightedTrace_eq e h (n x y) a b

end

end TwoBandOrbitalMagnetization
```

Now \(x,y\) are two crystal-momentum coordinates, and \(a=\partial_x n\), \(b=\partial_y n\) at one point. The previous theorem replaces the derivatives of \(P\) by \(A\) and \(B\), and the trace formula finishes the proof. Only \(P\) is differentiated, so \(e\) and \(h\) enter only through their values at that point. For a field of unit vectors, differentiating \(n\cdot n=1\) shows that \(a\) and \(b\) are orthogonal to \(n\), which is the case with the band interpretation.

```lean
#print axioms TwoBandOrbitalMagnetization.hamiltonian_mul_projector
-- 'TwoBandOrbitalMagnetization.hamiltonian_mul_projector' depends on axioms: [propext, Classical.choice, Quot.sound]
#print axioms TwoBandOrbitalMagnetization.energyWeightedTrace_eq_berry
-- 'TwoBandOrbitalMagnetization.energyWeightedTrace_eq_berry' depends on axioms: [propext, Classical.choice, Quot.sound]
#print axioms TwoBandOrbitalMagnetization.orbitalIntegrand_eq
-- 'TwoBandOrbitalMagnetization.orbitalIntegrand_eq' depends on axioms: [propext, Classical.choice, Quot.sound]
#print axioms TwoBandOrbitalMagnetization.energyWeightedTrace_texture
-- 'TwoBandOrbitalMagnetization.energyWeightedTrace_texture' depends on axioms: [propext, Classical.choice, Quot.sound]
```
